# Operators that gain a factor other than 1 when moved through a unitary symmetry of the Hamiltonian have zero expectation value in nondegenerate eigenstates

Let `H` be a finite complex matrix, not required to be Hermitian, and let `P` be a unitary matrix that commutes with it. The theorem `expect_eq_zero` says that if `ψ` is a nonzero eigenvector of `H` that spans its eigenspace, and `X * P = w • (P * X)` with `w ≠ 1`, then ⟨ψ, Xψ⟩ = 0. The vector `ψ` need not be normalised, and dividing by ⟨ψ, ψ⟩ to get the normalised expectation value still gives zero. The proof uses nondegeneracy to show that `ψ` is also an eigenvector of `P`, and unitarity to show that its eigenvalue `c` there is a phase. It then derives ⟨ψ, Xψ⟩ = w⟨ψ, Xψ⟩, which forces the value to vanish because `w ≠ 1`.

In Lean, a first try:

```lean
import Mathlib

open Matrix
open scoped ComplexOrder

namespace ParitySelectionRules

noncomputable section

variable {n : Type*} [Fintype n] [DecidableEq n] {H P : Matrix n n ℂ}

/-- The operator `X` picks up the factor `w` when it is moved through the symmetry `P`. -/
def HasCharge (P : Matrix n n ℂ) (w : ℂ) (X : Matrix n n ℂ) : Prop :=
  X * P = w • (P * X)

/-- The vector `ψ` is a nonzero eigenvector of `H` at energy `e`, and it spans that level. -/
def IsNondegenerate (H : Matrix n n ℂ) (e : ℂ) (ψ : n → ℂ) : Prop :=
  ψ ≠ 0 ∧ H *ᵥ ψ = e • ψ ∧ ∀ φ : n → ℂ, H *ᵥ φ = e • φ → ∃ c : ℂ, φ = c • ψ

/-- The matrix element `⟨ψ, X ψ⟩`. -/
def expect (ψ : n → ℂ) (X : Matrix n n ℂ) : ℂ := star ψ ⬝ᵥ (X *ᵥ ψ)

/-- In a nondegenerate eigenstate of `H`, an operator with symmetry factor `w ≠ 1` has
vanishing expectation value. -/
theorem expect_eq_zero {e w : ℂ} {ψ : n → ℂ} {X : Matrix n n ℂ} (hP : Pᴴ * P = 1)
    (hPH : P * H = H * P) (hψ : IsNondegenerate H e ψ) (hX : HasCharge P w X)
    (hw : w ≠ 1) : expect ψ X = 0 := by
  obtain ⟨hψ0, hE, hspan⟩ := hψ
  -- nondegeneracy: ψ is also an eigenvector of P
  obtain ⟨c, hc⟩ : ∃ c : ℂ, P *ᵥ ψ = c • ψ := by
    apply hspan
    rw [mulVec_mulVec, ← hPH, ← mulVec_mulVec, hE, mulVec_smul]
  have key : ∀ Y : Matrix n n ℂ, star c * c * expect ψ Y = expect ψ (Pᴴ * Y * P) := by
    intro Y
    have h : star (P *ᵥ ψ) ⬝ᵥ (Y *ᵥ (P *ᵥ ψ)) = star ψ ⬝ᵥ ((Pᴴ * Y * P) *ᵥ ψ) := by
      rw [star_mulVec, ← dotProduct_mulVec]
      simp only [mulVec_mulVec, mul_assoc]
    rw [hc] at h
    simp only [star_smul, mulVec_smul, smul_dotProduct, dotProduct_smul, smul_eq_mul] at h
    unfold expect
    rw [← h]
    ring
  -- unitarity: the eigenvalue c is a phase
  have hN : expect ψ 1 ≠ 0 := by
    unfold expect
    rw [one_mulVec, dotProduct_comm]
    exact fun h => hψ0 (dotProduct_star_self_eq_zero.1 h)
  have hcc : star c * c = 1 := by
    have h := key 1
    rw [mul_one, hP] at h
    exact mul_right_cancel₀ hN (h.trans (one_mul _).symm)
  have h := key X
  rw [hcc, one_mul, mul_assoc, hX, Matrix.mul_smul, ← mul_assoc, hP, one_mul] at h
  have h' : expect ψ X = w * expect ψ X := by
    calc expect ψ X = expect ψ (w • X) := h
      _ = w * expect ψ X := by
        simp only [expect, smul_mulVec, dotProduct_smul, smul_eq_mul]
  have h0 : (w - 1) * expect ψ X = 0 := by linear_combination -h'
  exact (mul_eq_zero.mp h0).resolve_left (sub_ne_zero.mpr hw)

end

end ParitySelectionRules
```

Compiling this gives:

```
Main.lean:47:55: error: Application type mismatch: The argument
  h
has type
  ψ ⬝ᵥ star ψ = 0
but is expected to have type
  star ψ ⬝ᵥ ψ = 0
in the application
  dotProduct_star_self_eq_zero.mp h
```

The repair, with which the file compiles:

```diff
@@ -44,5 +44,5 @@
   have hN : expect ψ 1 ≠ 0 := by
     unfold expect
-    rw [one_mulVec, dotProduct_comm]
+    rw [one_mulVec]
     exact fun h => hψ0 (dotProduct_star_self_eq_zero.1 h)
   have hcc : star c * c = 1 := by
@@ -52,9 +52,7 @@
   have h := key X
   rw [hcc, one_mul, mul_assoc, hX, Matrix.mul_smul, ← mul_assoc, hP, one_mul] at h
-  have h' : expect ψ X = w * expect ψ X := by
-    calc expect ψ X = expect ψ (w • X) := h
-      _ = w * expect ψ X := by
-        simp only [expect, smul_mulVec, dotProduct_smul, smul_eq_mul]
-  have h0 : (w - 1) * expect ψ X = 0 := by linear_combination -h'
+  have h' : expect ψ (w • X) = w * expect ψ X := by
+    simp only [expect, smul_mulVec, dotProduct_smul, smul_eq_mul]
+  have h0 : (w - 1) * expect ψ X = 0 := by linear_combination -h - h'
   exact (mul_eq_zero.mp h0).resolve_left (sub_ne_zero.mpr hw)
 
```

Cause. The error is in the proof of `hN`, which says that ⟨ψ, ψ⟩ is not zero. Once `expect` is unfolded and `one_mulVec` has removed the identity matrix, the goal is about `star ψ ⬝ᵥ ψ`. That is already the form `dotProduct_star_self_eq_zero` needs, but the rewrite with `dotProduct_comm` then swaps the factors. The hypothesis `h` therefore reads `ψ ⬝ᵥ star ψ = 0`, and Lean rejects it where `star ψ ⬝ᵥ ψ = 0` is expected. The two products are equal by commutativity, but Lean does not apply that fact by itself when it checks the argument's type. Dropping `dotProduct_comm` from the rewrite leaves the factors in the right order, and the lemma applies.

The other change, at the end of the proof, is mere tidying. The `calc` block gave no error. In its place, `h'` now states only how the factor `w` comes out of `expect`, and `linear_combination` combines this with `h` directly.
